# The Penrose inverse of $A = FG$ from full-rank factors $F$ and $G$

## Question

I want to state full rank as an equation between numbers: $F$ has full column rank if its rank equals its number of columns, and $G$ has full row rank if its rank equals its number of rows. Suppose a complex matrix factorizes as $A = FG$ with two such factors. Then $F^\dagger F$ and $GG^\dagger$ should be invertible, and

$$X = G^\dagger (GG^\dagger)^{-1}(F^\dagger F)^{-1}F^\dagger$$

should be the pseudoinverse of $A$. If the columns of $F$ are orbital coefficients in an orthonormal basis, $F^\dagger F$ is their overlap matrix, so I meet half of this formula whenever I project onto non-orthogonal orbitals. Can the whole claim be made rigorous and machine-checked?

## Answer

Yes. With full rank expressed in this way, the claim holds for rectangular complex matrices of any finite size. Every complex matrix also has such a factorization, and its pseudoinverse doesn't depend on which one is used.

### Cancelling the two Gram matrices

Let $F$ have $r$ columns and $G$ have $r$ rows. If $F^\dagger F v = 0$, then $\lVert Fv\rVert^2 = v^\dagger F^\dagger F v = 0$, so $Fv = 0$, and full column rank gives $v = 0$. The square matrix $F^\dagger F$ is therefore invertible. The same argument applied to $G^\dagger$, which has full column rank, shows that $GG^\dagger$ is invertible.

In each product of $A$ with $X$, one Gram matrix meets its inverse:

$$AX = F\,(GG^\dagger)(GG^\dagger)^{-1}(F^\dagger F)^{-1}F^\dagger = F(F^\dagger F)^{-1}F^\dagger,$$

$$XA = G^\dagger(GG^\dagger)^{-1}(F^\dagger F)^{-1}(F^\dagger F)\,G = G^\dagger(GG^\dagger)^{-1}G.$$

Both are Hermitian, because the inverse of a Hermitian matrix is Hermitian. One more cancellation in each case gives the other two Penrose equations:

$$AXA = F(F^\dagger F)^{-1}(F^\dagger F)G = FG = A,$$

$$XAX = G^\dagger(GG^\dagger)^{-1}(GG^\dagger)(GG^\dagger)^{-1}(F^\dagger F)^{-1}F^\dagger = X.$$

### Uniqueness, existence and least squares

Let $X$ and $Y$ both satisfy the four equations for $A$. Since $A = AXA = AYA$ and the products are Hermitian,

$$AX = (AX)^\dagger = (AY\,AX)^\dagger = AX\,AY = AY,$$

$$XA = (XA)^\dagger = (XA\,YA)^\dagger = YA\,XA = YA.$$

Hence $X = XAX = YAX = YAY = Y$.

To factorize an arbitrary $A$, let $r$ now be its rank and choose a basis $f_1,\dots,f_r$ of its range. Column $j$ of $A$ lies in the range, so it equals $\sum_k f_k G_{kj}$ for some coefficients $G_{kj}$. With $F_{ik} = (f_k)_i$ this reads $A = FG$. The rank of a product is at most that of either factor, so $F$ and $G$ have rank at least $r$. They have $r$ columns and $r$ rows respectively, so their rank is exactly $r$. For $A = 0$ the inner dimension is zero and the pseudoinverse is the zero matrix.

Finally, for a right-hand side $b$,

$$A^\dagger A X b = A^\dagger (AX)^\dagger b = (AXA)^\dagger b = A^\dagger b,$$

so $Xb$ solves the normal equations of the least-squares problem $Ax \approx b$.

### What the Lean statements say

The finite types `m` and `n` index the rows and columns of $A$, and `r` indexes the inner dimension. The symbol `ᴴ` is the conjugate transpose, and `*ᵥ` applies a matrix to a vector. Full rank is the pair of hypotheses `F.rank = Fintype.card r` and `G.rank = Fintype.card r`. For orbital coefficients, the first says that the orbitals are linearly independent.

The structure `IsPenroseInverse A X` collects the four equations $AXA = A$, $XAX = X$, $(AX)^\dagger = AX$ and $(XA)^\dagger = XA$. The formula for $X$ is `fullRankInverse F G`. Lean's matrix inverse is also defined, as zero, for singular matrices, which is why `penrose_of_fullRank` states the invertibility of both Gram matrices explicitly, through `IsUnit`, next to the Penrose equations.

If the columns of $F$ are the coefficients of linearly independent orbitals in a finite orthonormal basis, $AX$ is the orthogonal projector onto the span of these orbitals, in exact arithmetic. Rounding errors, and the threshold below which a code treats a singular value as zero, are not modelled.

```lean
import Mathlib

open Matrix
open scoped ComplexOrder

namespace FullRankFactorization

noncomputable section

variable {m n r s : Type*} [Fintype m] [Fintype n] [Fintype r] [Fintype s]

/-- The four Penrose equations for a matrix `A` and a candidate pseudoinverse `X`. -/
structure IsPenroseInverse (A : Matrix m n ℂ) (X : Matrix n m ℂ) : Prop where
  mul_mul_self : A * X * A = A
  self_mul_mul : X * A * X = X
  left_hermitian : (A * X)ᴴ = A * X
  right_hermitian : (X * A)ᴴ = X * A

/-- The matrix `Gᴴ (G Gᴴ)⁻¹ (Fᴴ F)⁻¹ Fᴴ` built from two factors `F` and `G`. -/
def fullRankInverse [DecidableEq r] (F : Matrix m r ℂ) (G : Matrix r n ℂ) :
    Matrix n m ℂ :=
  Gᴴ * (G * Gᴴ)⁻¹ * (Fᴴ * F)⁻¹ * Fᴴ

/-- A square complex matrix whose rank equals its size is invertible. -/
theorem isUnit_of_rank_eq_card [DecidableEq r] (M : Matrix r r ℂ)
    (hM : M.rank = Fintype.card r) : IsUnit M := by
  have hfin : Module.finrank ℂ (LinearMap.range M.mulVecLin)
      = Module.finrank ℂ (r → ℂ) := by
    rw [Module.finrank_fintype_fun_eq_card]
    exact hM
  -- the range is the whole space, so the matrix acts surjectively
  have hsurj : Function.Surjective M.mulVecLin :=
    LinearMap.range_eq_top.mp (Submodule.eq_top_of_finrank_eq hfin)
  exact Matrix.mulVec_surjective_iff_isUnit.mp hsurj

/-- The overlap matrix `Fᴴ F` of the columns of `F` is invertible when `F` has full
column rank. -/
theorem isUnit_column_gram [DecidableEq r] (F : Matrix m r ℂ)
    (hF : F.rank = Fintype.card r) : IsUnit (Fᴴ * F) :=
  isUnit_of_rank_eq_card _ ((Matrix.rank_conjTranspose_mul_self F).trans hF)

/-- The matrix `G Gᴴ` is invertible when `G` has full row rank. -/
theorem isUnit_row_gram [DecidableEq r] (G : Matrix r n ℂ)
    (hG : G.rank = Fintype.card r) : IsUnit (G * Gᴴ) :=
  isUnit_of_rank_eq_card _ ((Matrix.rank_self_mul_conjTranspose G).trans hG)

/-- If `A = F G` with `F` of full column rank and `G` of full row rank, then `Fᴴ F` and
`G Gᴴ` are invertible and `Gᴴ (G Gᴴ)⁻¹ (Fᴴ F)⁻¹ Fᴴ` satisfies the four Penrose equations
for `A`. -/
theorem penrose_of_fullRank [DecidableEq r] (A : Matrix m n ℂ)
    (F : Matrix m r ℂ) (G : Matrix r n ℂ) (hA : A = F * G)
    (hF : F.rank = Fintype.card r) (hG : G.rank = Fintype.card r) :
    IsUnit (Fᴴ * F) ∧ IsUnit (G * Gᴴ) ∧ IsPenroseInverse A (fullRankInverse F G) := by
  have uF := isUnit_column_gram F hF
  have uG := isUnit_row_gram G hG
  have dF := (Matrix.isUnit_iff_isUnit_det _).mp uF
  have dG := (Matrix.isUnit_iff_isUnit_det _).mp uG
  -- `A X` involves only `F`
  have hAX : A * fullRankInverse F G = F * (Fᴴ * F)⁻¹ * Fᴴ := by
    calc A * fullRankInverse F G
        = F * ((G * Gᴴ) * (G * Gᴴ)⁻¹) * (Fᴴ * F)⁻¹ * Fᴴ := by
          simp only [hA, fullRankInverse, Matrix.mul_assoc]
      _ = F * (Fᴴ * F)⁻¹ * Fᴴ := by
          rw [Matrix.mul_nonsing_inv _ dG, Matrix.mul_one]
  -- `X A` involves only `G`
  have hXA : fullRankInverse F G * A = Gᴴ * (G * Gᴴ)⁻¹ * G := by
    calc fullRankInverse F G * A
        = Gᴴ * (G * Gᴴ)⁻¹ * ((Fᴴ * F)⁻¹ * (Fᴴ * F)) * G := by
          simp only [hA, fullRankInverse, Matrix.mul_assoc]
      _ = Gᴴ * (G * Gᴴ)⁻¹ * G := by
          rw [Matrix.nonsing_inv_mul _ dF, Matrix.mul_one]
  refine ⟨uF, uG, ?_, ?_, ?_, ?_⟩
  · rw [hAX]
    calc F * (Fᴴ * F)⁻¹ * Fᴴ * A
        = F * ((Fᴴ * F)⁻¹ * (Fᴴ * F)) * G := by
          simp only [hA, Matrix.mul_assoc]
      _ = A := by rw [Matrix.nonsing_inv_mul _ dF, Matrix.mul_one, hA]
  · rw [hXA]
    calc Gᴴ * (G * Gᴴ)⁻¹ * G * fullRankInverse F G
        = Gᴴ * ((G * Gᴴ)⁻¹ * (G * Gᴴ)) * (G * Gᴴ)⁻¹ * (Fᴴ * F)⁻¹ * Fᴴ := by
          simp only [fullRankInverse, Matrix.mul_assoc]
      _ = fullRankInverse F G := by
          rw [Matrix.nonsing_inv_mul _ dG, Matrix.mul_one, fullRankInverse]
  · rw [hAX]
    simp only [Matrix.conjTranspose_mul, Matrix.conjTranspose_nonsing_inv,
      Matrix.conjTranspose_conjTranspose, Matrix.mul_assoc]
  · rw [hXA]
    simp only [Matrix.conjTranspose_mul, Matrix.conjTranspose_nonsing_inv,
      Matrix.conjTranspose_conjTranspose, Matrix.mul_assoc]

/-- The four Penrose equations for a given matrix have at most one solution. -/
theorem IsPenroseInverse.unique {A : Matrix m n ℂ} {X Y : Matrix n m ℂ}
    (hX : IsPenroseInverse A X) (hY : IsPenroseInverse A Y) : X = Y := by
  -- the two projectors onto the range of `A` coincide
  have h1 : A * X = A * Y := by
    calc A * X = (A * X)ᴴ := hX.left_hermitian.symm
      _ = ((A * Y) * (A * X))ᴴ := by
          rw [← Matrix.mul_assoc (A * Y) A X, hY.mul_mul_self]
      _ = (A * X) * (A * Y) := by
          rw [Matrix.conjTranspose_mul, hX.left_hermitian, hY.left_hermitian]
      _ = A * Y := by rw [← Matrix.mul_assoc (A * X) A Y, hX.mul_mul_self]
  -- and so do the two projectors on the other side
  have h2 : X * A = Y * A := by
    calc X * A = (X * A)ᴴ := hX.right_hermitian.symm
      _ = ((X * A) * (Y * A))ᴴ := by
          rw [Matrix.mul_assoc X A (Y * A), ← Matrix.mul_assoc A Y A, hY.mul_mul_self]
      _ = (Y * A) * (X * A) := by
          rw [Matrix.conjTranspose_mul, hX.right_hermitian, hY.right_hermitian]
      _ = Y * A := by
          rw [Matrix.mul_assoc Y A (X * A), ← Matrix.mul_assoc A X A, hX.mul_mul_self]
  calc X = X * A * X := hX.self_mul_mul.symm
    _ = Y * (A * X) := by rw [h2, Matrix.mul_assoc]
    _ = Y * A * Y := by rw [h1, Matrix.mul_assoc]
    _ = Y := hY.self_mul_mul

/-- Two full-rank factorizations of the same matrix give the same pseudoinverse. -/
theorem fullRankInverse_independent [DecidableEq r] [DecidableEq s]
    (F : Matrix m r ℂ) (G : Matrix r n ℂ) (F' : Matrix m s ℂ) (G' : Matrix s n ℂ)
    (h : F * G = F' * G')
    (hF : F.rank = Fintype.card r) (hG : G.rank = Fintype.card r)
    (hF' : F'.rank = Fintype.card s) (hG' : G'.rank = Fintype.card s) :
    fullRankInverse F G = fullRankInverse F' G' :=
  (penrose_of_fullRank (F * G) F G rfl hF hG).2.2.unique
    (penrose_of_fullRank (F * G) F' G' h hF' hG').2.2

omit [Fintype m] in
/-- Every complex matrix `A` is a product `F G` whose inner dimension is the rank of `A`,
with both factors of that same rank. -/
theorem exists_fullRank_factorization (A : Matrix m n ℂ) :
    ∃ (F : Matrix m (Fin A.rank) ℂ) (G : Matrix (Fin A.rank) n ℂ),
      A = F * G ∧ F.rank = A.rank ∧ G.rank = A.rank := by
  classical
  have hr : Module.finrank ℂ (LinearMap.range A.mulVecLin) = A.rank := rfl
  let b := Module.finBasisOfFinrankEq ℂ (LinearMap.range A.mulVecLin) hr
  let c : n → LinearMap.range A.mulVecLin :=
    fun j => A.mulVecLin.rangeRestrict (Pi.single j 1)
  -- columns of `F`: a basis of the range; columns of `G`: coordinates of those of `A`
  let F : Matrix m (Fin A.rank) ℂ := Matrix.of fun i k => (b k : m → ℂ) i
  let G : Matrix (Fin A.rank) n ℂ := Matrix.of fun k j => b.repr (c j) k
  have hFG : F * G = A := by
    ext i j
    let L : LinearMap.range A.mulVecLin →ₗ[ℂ] ℂ :=
      (LinearMap.proj i : (m → ℂ) →ₗ[ℂ] ℂ).comp (LinearMap.range A.mulVecLin).subtype
    have h := congrArg L (b.sum_repr (c j))
    rw [map_sum] at h
    simp only [map_smul, smul_eq_mul] at h
    have hc : L (c j) = A i j := by
      change (A *ᵥ Pi.single j 1) i = A i j
      simp
    rw [Matrix.mul_apply]
    refine Eq.trans ?_ (h.trans hc)
    exact Finset.sum_congr rfl fun k _ => mul_comm _ _
  have hle := Matrix.rank_mul_le_left F G
  have hle' := Matrix.rank_mul_le_right F G
  rw [hFG] at hle hle'
  exact ⟨F, G, hFG.symm,
    le_antisymm (F.rank_le_card_width.trans_eq (Fintype.card_fin _)) hle,
    le_antisymm (G.rank_le_card_height.trans_eq (Fintype.card_fin _)) hle'⟩

/-- Every complex matrix has exactly one Penrose inverse. -/
theorem existsUnique_penroseInverse (A : Matrix m n ℂ) :
    ∃! X : Matrix n m ℂ, IsPenroseInverse A X := by
  obtain ⟨F, G, hA, hF, hG⟩ := exists_fullRank_factorization A
  have h := (penrose_of_fullRank A F G hA (hF.trans (Fintype.card_fin _).symm)
    (hG.trans (Fintype.card_fin _).symm)).2.2
  exact ⟨fullRankInverse F G, h, fun Y hY => hY.unique h⟩

/-- For a Penrose inverse `X` of `A`, the vector `X b` solves the normal equations
`Aᴴ A x = Aᴴ b`. -/
theorem IsPenroseInverse.normal_equations {A : Matrix m n ℂ} {X : Matrix n m ℂ}
    (hX : IsPenroseInverse A X) (b : m → ℂ) :
    Aᴴ *ᵥ (A *ᵥ (X *ᵥ b)) = Aᴴ *ᵥ b := by
  have h : Aᴴ * (A * X) = Aᴴ := by
    calc Aᴴ * (A * X) = Aᴴ * (A * X)ᴴ := by rw [hX.left_hermitian]
      _ = (A * X * A)ᴴ := (Matrix.conjTranspose_mul (A * X) A).symm
      _ = Aᴴ := by rw [hX.mul_mul_self]
  rw [Matrix.mulVec_mulVec, Matrix.mulVec_mulVec, Matrix.mul_assoc, h]

end

end FullRankFactorization
```

```lean
#print axioms FullRankFactorization.penrose_of_fullRank
#print axioms FullRankFactorization.fullRankInverse_independent
#print axioms FullRankFactorization.existsUnique_penroseInverse
#print axioms FullRankFactorization.IsPenroseInverse.normal_equations
```

```
'FullRankFactorization.penrose_of_fullRank' depends on axioms: [propext, Classical.choice, Quot.sound]
'FullRankFactorization.fullRankInverse_independent' depends on axioms: [propext, Classical.choice, Quot.sound]
'FullRankFactorization.existsUnique_penroseInverse' depends on axioms: [propext, Classical.choice, Quot.sound]
'FullRankFactorization.IsPenroseInverse.normal_equations' depends on axioms: [propext, Classical.choice, Quot.sound]
```

### How the proof follows the algebra

`isUnit_of_rank_eq_card` replaces the kernel argument by a dimension count: a square matrix of maximal rank has the whole space as its range, so it is surjective and hence invertible. `isUnit_column_gram` and `isUnit_row_gram` apply this to $F^\dagger F$ and $GG^\dagger$, using Mathlib's result that a Gram matrix has the rank of its factor.

In `penrose_of_fullRank`, the facts `hAX` and `hXA` are the two displayed formulas for $AX$ and $XA$. Each `calc` block first regroups the product so that a Gram matrix stands beside its inverse, then cancels the pair. The four bullets after `refine` prove the Penrose equations in the order of the structure's fields. The last two move the conjugate transpose through the products and inverses.

`IsPenroseInverse.unique` follows the uniqueness argument line by line, with `h1` for $AX = AY$ and `h2` for $XA = YA$. `fullRankInverse_independent` applies it to two factorizations of the same matrix, whose inner index types `r` and `s` may differ.

In `exists_fullRank_factorization`, the basis vector $f_k$ is `b k`, and `b.repr (c j) k` is the coefficient $G_{kj}$. The linear map `L` reads off component $i$, which turns the basis expansion of column $j$ into the entry $A_{ij}$. The two rank equalities come from `le_antisymm`, with the size of the factor as upper bound and the rank of the product as lower bound.

`existsUnique_penroseInverse` combines this factorization with the main theorem and uniqueness. `IsPenroseInverse.normal_equations` first proves $A^\dagger AX = A^\dagger$ and then applies both sides to $b$.
